# The double macroscopic average equals the bulk mean from distance $c+(a+b)/2$ on either side of an interface

In a supercell calculation of a band offset, the potential step across the interface can be read off as the difference between two plateaus of the doubly averaged potential. Each plateau must be the mean potential of its bulk material, so that band edges from separate bulk calculations can be referred to it. When the two averaging widths are the periods of the two bulk potentials, this holds from a definite distance outwards in a one-dimensional (plane-averaged) model whose potential is exactly periodic outside the interface region.

## Where the plateaus begin

Let $V$ be continuous, equal to an $a$-periodic $f$ for $x\le -c$ and to a $b$-periodic $g$ for $x\ge c$, with $a,b>0$. Write

$$\langle V\rangle_w(x)=\frac1w\int_{x-w/2}^{x+w/2}V(t)\,dt,\qquad \bar f=\frac1a\int_0^a f(t)\,dt,\qquad \bar g=\frac1b\int_0^b g(t)\,dt .$$

**Claim.** Averaging with widths $a$ and $b$, in either order, gives $\bar f$ for $x\le-(c+\frac{a+b}2)$ and $\bar g$ for $x\ge c+\frac{a+b}2$.

Take $x$ on the left. If $|y-x|\le b/2$ and $|t-y|\le a/2$, then $t\le x+\frac{a+b}2\le -c$, so $V(t)=f(t)$. The window around $y$ covers one full period of $f$, and the integral over a period does not depend on its starting point. Hence $\langle V\rangle_a(y)=\bar f$ across the whole $b$-window, and averaging this constant gives $\bar f$.

For the other order, put $F(y)=\int_0^yV(t)\,dt$ and $S(z)=\int_0^zF(y)\,dy$. Then

$$\int_{x-u}^{x+u}\!\int_{y-v}^{y+v}V(t)\,dt\,dy=\int_{x-u}^{x+u}[F(y+v)-F(y-v)]\,dy$$
$$=S(x+u+v)-S(x-u+v)-S(x+u-v)+S(x-u-v).$$

Exchanging $u$ and $v$ only swaps the two middle terms, so both orders agree. The right side follows with $a$ and $b$ exchanged.

The distance is sharp for $c>0$. Take $B(t)=\max(0,c-|t|)$, with zero potential in both bulks. If a continuous $h\ge0$ is positive for $|y|<r$, every window of width $w$ centred at $|x|<r+w/2$ contains such a $y$, so $\langle h\rangle_w(x)>0$. Two averages widen the positive region from $c$ to $c+b/2$ and then to $c+\frac{a+b}2$.

For example, let $a=2$, $b=4$, $c=1$, so the plateau starts at $4$. For $2\le y\le3$, $\langle B\rangle_4(y)=(3-y)^2/8$, and it vanishes for $y\ge3$. At $x=3$ the double average is $\frac12\int_2^3\frac{(3-y)^2}8\,dy=\frac1{48}$; at $x=4$ it is zero.

In the limiting case $c=0$ the materials meet at a plane, and the plateaus are reached by distance $\frac{a+b}2$.

## Averages and potentials in Lean

```lean
import Mathlib

open Set

namespace InterfaceMacroscopicAverage

noncomputable section
```

Positions and potentials are real numbers in any fixed units. The window is centred, and its integral is divided by its width.

```lean
/-- The centred window average of a potential `V` at `x`, for a window of width `w ≠ 0`. -/
def windowAverage (w : ℝ) (V : ℝ → ℝ) (x : ℝ) : ℝ :=
  (∫ t in (x - w / 2)..(x + w / 2), V t) / w
```

The bulk mean integrates from $0$ to $p$. The origin may lie inside the interface, where $V$ differs from $f$; the mean uses the periodic function $f$, defined on the whole line.

```lean
/-- The bulk mean of a potential `f` over one period `p ≠ 0`. -/
def bulkMean (p : ℝ) (f : ℝ → ℝ) : ℝ :=
  (∫ t in (0 : ℝ)..p, f t) / p
```

The next two definitions are $S$ and $B$.

```lean
/-- The potential integrated twice from the origin. -/
def secondPrimitive (V : ℝ → ℝ) (z : ℝ) : ℝ :=
  ∫ y in (0 : ℝ)..z, ∫ t in (0 : ℝ)..y, V t

/-- For `c > 0`, a triangular interface potential of height `c` centred at the origin, cut off at
zero. -/
def interfaceBump (c t : ℝ) : ℝ := max 0 (c - |t|)
```

## From one window to two

The first lemma replaces $V$ by $f$ inside the window and then shifts the period to start at $0$.

```lean
/-- If `V` agrees with a `p`-periodic bulk potential throughout a window of width `p > 0`,
its average over that window is the bulk mean. -/
theorem windowAverage_eq_bulkMean {p x : ℝ} {V f : ℝ → ℝ} (hp : 0 < p)
    (hf : Function.Periodic f p)
    (h : ∀ t ∈ Icc (x - p / 2) (x + p / 2), V t = f t) :
    windowAverage p V x = bulkMean p f := by
  have h1 : ∫ t in (x - p / 2)..(x + p / 2), V t
      = ∫ t in (x - p / 2)..(x + p / 2), f t := by
    refine intervalIntegral.integral_congr fun t ht => ?_
    rw [uIcc_of_le (by linarith)] at ht
    exact h t ht
  -- the integral over one period does not depend on where the period starts
  have h2 := hf.intervalIntegral_add_eq (x - p / 2) 0
  rw [show x - p / 2 + p = x + p / 2 by ring, zero_add] at h2
  unfold windowAverage bulkMean
  rw [h1, h2]
```

The second-difference identity has outer half-width `u` and inner half-width `v`. Continuity of $V$ makes $F$ continuous, which justifies splitting the integral.

```lean
/-- For a continuous potential, integrating over two successive centred windows of half-widths
`v` and `u` gives a second difference of the twice-integrated potential. -/
theorem double_window_integral {V : ℝ → ℝ} (hV : Continuous V) (x u v : ℝ) :
    ∫ y in (x - u)..(x + u), ∫ t in (y - v)..(y + v), V t
      = secondPrimitive V (x + u + v) - secondPrimitive V (x - u + v)
        - secondPrimitive V (x + u - v) + secondPrimitive V (x - u - v) := by
  have diff : ∀ h : ℝ → ℝ, Continuous h → ∀ p q : ℝ,
      ∫ t in p..q, h t = (∫ t in (0 : ℝ)..q, h t) - ∫ t in (0 : ℝ)..p, h t :=
    fun h hh p q => (intervalIntegral.integral_interval_sub_left
      (hh.intervalIntegrable _ _) (hh.intervalIntegrable _ _)).symm
  obtain ⟨F, hF⟩ : ∃ F : ℝ → ℝ, F = fun y => ∫ t in (0 : ℝ)..y, V t := ⟨_, rfl⟩
  have hFc : Continuous F := by
    rw [hF]
    exact intervalIntegral.continuous_primitive (fun _ _ => hV.intervalIntegrable _ _) 0
  have hFV : ∀ p q : ℝ, ∫ t in p..q, V t = F q - F p := by
    intro p q
    rw [hF]
    exact diff V hV p q
  have hG : ∀ p q : ℝ, ∫ t in p..q, F t = secondPrimitive V q - secondPrimitive V p := by
    intro p q
    rw [diff F hFc p q, hF]
    rfl
  have c1 : Continuous fun y => F (y + v) := by fun_prop
  have c2 : Continuous fun y => F (y - v) := by fun_prop
  calc ∫ y in (x - u)..(x + u), ∫ t in (y - v)..(y + v), V t
      = ∫ y in (x - u)..(x + u), (F (y + v) - F (y - v)) :=
        intervalIntegral.integral_congr fun y _ => hFV (y - v) (y + v)
    _ = (∫ y in (x - u + v)..(x + u + v), F y) - ∫ y in (x - u - v)..(x + u - v), F y := by
        rw [intervalIntegral.integral_sub (c1.intervalIntegrable _ _)
          (c2.intervalIntegrable _ _), intervalIntegral.integral_comp_add_right F v,
          intervalIntegral.integral_comp_sub_right F v]
    _ = _ := by
        rw [hG, hG]
        ring
```

In the next lemma, `e3` integrates the constant inner average, and `key` carries the value to the other order by applying the identity twice.

```lean
/-- If the average of width `a > 0` of a continuous potential has the constant value `m` across a
window of width `b > 0` around `x`, then the double average at `x` is `m` in either order. -/
theorem double_average_of_plateau {a b x m : ℝ} {V : ℝ → ℝ} (ha : 0 < a) (hb : 0 < b)
    (hV : Continuous V)
    (h : ∀ y ∈ Icc (x - b / 2) (x + b / 2), windowAverage a V y = m) :
    windowAverage a (windowAverage b V) x = m ∧
      windowAverage b (windowAverage a V) x = m := by
  have e3 : ∫ y in (x - b / 2)..(x + b / 2), ∫ t in (y - a / 2)..(y + a / 2), V t
      = b * (m * a) := by
    have h1 : ∫ y in (x - b / 2)..(x + b / 2), ∫ t in (y - a / 2)..(y + a / 2), V t
        = ∫ _y in (x - b / 2)..(x + b / 2), m * a := by
      refine intervalIntegral.integral_congr fun y hy => ?_
      rw [uIcc_of_le (by linarith)] at hy
      exact (div_eq_iff ha.ne').mp (h y hy)
    rw [h1, intervalIntegral.integral_const, smul_eq_mul]
    ring
  -- the second difference is symmetric in the two windows
  have key : ∫ y in (x - a / 2)..(x + a / 2), ∫ t in (y - b / 2)..(y + b / 2), V t
      = b * (m * a) := by
    have e2 := double_window_integral hV x (b / 2) (a / 2)
    rw [show x + b / 2 + a / 2 = x + a / 2 + b / 2 by ring,
      show x - b / 2 + a / 2 = x + a / 2 - b / 2 by ring,
      show x + b / 2 - a / 2 = x - a / 2 + b / 2 by ring,
      show x - b / 2 - a / 2 = x - a / 2 - b / 2 by ring] at e2
    rw [double_window_integral hV x (a / 2) (b / 2)]
    linarith
  constructor
  · show (∫ y in (x - a / 2)..(x + a / 2),
      (∫ t in (y - b / 2)..(y + b / 2), V t) / b) / a = m
    rw [intervalIntegral.integral_div, key]
    field_simp
  · show (∫ y in (x - b / 2)..(x + b / 2),
      (∫ t in (y - a / 2)..(y + a / 2), V t) / a) / b = m
    rw [intervalIntegral.integral_div, e3]
    field_simp
```

## The two bulk plateaus

`Function.Periodic f a` says $f(t+a)=f(t)$ for all $t$; `hL` and `hR` say where $V$ is bulk-like. These hypotheses are an idealisation: beyond $c$ there is no residual field and no distortion of the bulk potential, not even a rapidly decaying tail. No sign of $c$ is assumed.

```lean
/-- A continuous potential is `a`-periodic up to `-c` and `b`-periodic from `c` on, with
`a, b > 0`. At distance `c + (a + b) / 2` or more from the origin, its double average in either
order equals the bulk mean of the material on that side. -/
theorem double_average_eq_bulkMean {a b c : ℝ} {V f g : ℝ → ℝ} (ha : 0 < a) (hb : 0 < b)
    (hV : Continuous V) (hf : Function.Periodic f a) (hg : Function.Periodic g b)
    (hL : ∀ t, t ≤ -c → V t = f t) (hR : ∀ t, c ≤ t → V t = g t) (x : ℝ) :
    (x ≤ -(c + (a + b) / 2) →
      windowAverage a (windowAverage b V) x = bulkMean a f ∧
      windowAverage b (windowAverage a V) x = bulkMean a f) ∧
    (c + (a + b) / 2 ≤ x →
      windowAverage a (windowAverage b V) x = bulkMean b g ∧
      windowAverage b (windowAverage a V) x = bulkMean b g) := by
  constructor
  · intro hx
    refine double_average_of_plateau ha hb hV fun y hy => ?_
    exact windowAverage_eq_bulkMean ha hf fun t ht => hL t (by linarith [hy.2, ht.2])
  · intro hx
    refine (double_average_of_plateau hb ha hV fun y hy => ?_).symm
    exact windowAverage_eq_bulkMean hb hg fun t ht => hR t (by linarith [hy.1, ht.1])
```

The inequality $t\le-c$ and its mirror image are settled by `linarith`. In a supercell the bulk-like stretches are finite, but the two local lemmas still apply at the middle of any stretch at least $a+b$ long.

## Sharpness of the distance

The three cases in the proof choose the left end of the window, its right end, or the origin as the point where `h` is positive.

```lean
/-- Averaging over a window of width `w > 0` spreads a continuous non-negative potential: if it
is positive within distance `r > 0` of the origin, its average is positive within `r + w / 2`. -/
theorem windowAverage_pos {w r x : ℝ} {h : ℝ → ℝ} (hw : 0 < w) (hr : 0 < r)
    (hc : Continuous h) (h0 : ∀ y, 0 ≤ h y) (hpos : ∀ y, |y| < r → 0 < h y)
    (hx : |x| < r + w / 2) : 0 < windowAverage w h x := by
  obtain ⟨hx1, hx2⟩ := abs_lt.mp hx
  -- the window contains a point at distance less than r from the origin
  have hy : ∃ y ∈ Icc (x - w / 2) (x + w / 2), 0 < h y := by
    rcases lt_or_ge (w / 2) x with h1 | h1
    · exact ⟨x - w / 2, ⟨le_refl _, by linarith⟩,
        hpos _ (abs_lt.mpr ⟨by linarith, by linarith⟩)⟩
    · rcases lt_or_ge x (-(w / 2)) with h2 | h2
      · exact ⟨x + w / 2, ⟨by linarith, le_refl _⟩,
          hpos _ (abs_lt.mpr ⟨by linarith, by linarith⟩)⟩
      · exact ⟨0, ⟨by linarith, by linarith⟩, hpos 0 (by simpa using hr)⟩
  exact div_pos (intervalIntegral.integral_pos (by linarith) hc.continuousOn
    (fun y _ => h0 y) hy) hw
```

The final theorem applies this lemma twice, after showing that the first average is itself continuous and non-negative. It is stated for one order; exchanging `a` and `b` gives the other.

```lean
/-- For `a, b, c > 0` the triangular interface potential vanishes at distance `c` or more from the
origin, yet its double average is positive at every distance below `c + (a + b) / 2`. -/
theorem plateau_distance_sharp {a b c : ℝ} (ha : 0 < a) (hb : 0 < b) (hc : 0 < c) :
    (∀ t, c ≤ |t| → interfaceBump c t = 0) ∧
    ∀ x, |x| < c + (a + b) / 2 →
      0 < windowAverage a (windowAverage b (interfaceBump c)) x := by
  refine ⟨fun t ht => max_eq_left (by linarith), fun x hx => ?_⟩
  have hB : Continuous (interfaceBump c) :=
    continuous_const.max (continuous_const.sub continuous_abs)
  have hB0 : ∀ t, 0 ≤ interfaceBump c t := fun t => le_max_left _ _
  have hP : Continuous fun y => ∫ t in (0 : ℝ)..y, interfaceBump c t :=
    intervalIntegral.continuous_primitive (fun _ _ => hB.intervalIntegrable _ _) 0
  -- the first average is continuous, as a difference of primitives
  have hM : Continuous (windowAverage b (interfaceBump c)) := by
    have heq : windowAverage b (interfaceBump c) = fun y =>
        ((∫ t in (0 : ℝ)..(y + b / 2), interfaceBump c t)
          - ∫ t in (0 : ℝ)..(y - b / 2), interfaceBump c t) / b := by
      funext y
      unfold windowAverage
      rw [intervalIntegral.integral_interval_sub_left
        (hB.intervalIntegrable _ _) (hB.intervalIntegrable _ _)]
    rw [heq]
    exact ((hP.comp (continuous_id.add continuous_const)).sub
      (hP.comp (continuous_id.sub continuous_const))).div_const b
  refine windowAverage_pos (r := c + b / 2) ha (by linarith) hM (fun y => ?_)
    (fun y hy => ?_) (by linarith)
  · exact div_nonneg (intervalIntegral.integral_nonneg (by linarith) fun t _ => hB0 t) hb.le
  · exact windowAverage_pos hb hc hB hB0
      (fun t ht => lt_max_of_lt_right (by linarith)) hy

end

end InterfaceMacroscopicAverage
```

```lean
#print axioms InterfaceMacroscopicAverage.double_average_eq_bulkMean
-- 'InterfaceMacroscopicAverage.double_average_eq_bulkMean' depends on axioms: [propext, Classical.choice, Quot.sound]
#print axioms InterfaceMacroscopicAverage.plateau_distance_sharp
-- 'InterfaceMacroscopicAverage.plateau_distance_sharp' depends on axioms: [propext, Classical.choice, Quot.sound]
```
